# For fixed distinct levels and symmetric weights, filling a level shifts the paramagnetic sum independently of the other occupations

Take two levels $a$ and $b$ with energies $E_a<E_b$, joined by a real weight $w$. Let $P$ be the sum of weight over energy gap, empty minus occupied, over all pairs of an occupied and an empty level. With nothing filled, $P=0$; with only $a$ filled, $P=w/(E_b-E_a)$; with only $b$ filled, $P=w/(E_a-E_b)$; with both filled, $P=0$ again.

Filling $b$ therefore changes $P$ by $w/(E_a-E_b)$ whether $a$ is empty or occupied. In one case a term appears, in the other a term of opposite sign disappears.

Sums of this form occur when the paramagnetic part of Ramsey's shielding, in general a sum over many-electron excited states, is approximated with uncoupled orbitals. There $w_{pq}$ stands for a product of two magnetic matrix elements between orbitals $p$ and $q$, which is real and symmetric for real orbitals. The orbitals are also taken as frozen: energies and weights stay fixed when occupations change. Prefactors and the overall sign of the shielding are left out.

## Levels, pair terms and the sum

In Lean 4 with Mathlib:

```lean
import Mathlib

open Finset

namespace RamseyShielding

noncomputable section

variable {ι : Type*} [Fintype ι] [DecidableEq ι]
```

The finite type `ι` is the set of levels.

```lean
/-- The pair terms `c p q` solve the gap equation: for two different levels, the pair term
times the energy gap `E q - E p` is the weight `w p q`. -/
def SolvesGapEquation {ι : Type*} (E : ι → ℝ) (w c : ι → ι → ℝ) : Prop :=
  ∀ p q, p ≠ q → c p q * (E q - E p) = w p q
```

`E p` is the energy $E_p$, `w p q` the weight $w_{pq}$, and `c p q` a pair term $c_{pq}$. The definition states the condition
$$c_{pq}(E_q-E_p)=w_{pq}\qquad(p\neq q),$$
which has the form of the equation for a first-order response coefficient. There a single matrix element stands on the right, up to sign; in the shielding, $w_{pq}$ is a product of two. If two levels coincided, their weight would have to vanish and their pair term would be arbitrary, so $P$ would not be determined when one of them is occupied and the other empty.

```lean
/-- The paramagnetic sum `P(O)`: the pair terms summed over occupied levels `o` in `O` and
empty levels `e` outside `O`. -/
def paramagneticSum (c : ι → ι → ℝ) (O : Finset ι) : ℝ :=
  ∑ o ∈ O, ∑ e ∈ Oᶜ, c o e
```

A `Finset` is a finite set. `O` holds the occupied levels and `Oᶜ` the empty ones, so $P(O)=\sum_{o\in O}\sum_{e\notin O}c_{oe}$.

```lean
/-- The contribution of level `k`: the sum over all other levels `p` of
`w k p / (E p - E k)`, meant for `E p ≠ E k` whenever `p ≠ k`. -/
def levelShift (E : ι → ℝ) (w : ι → ι → ℝ) (k : ι) : ℝ :=
  ∑ p ∈ univ.erase k, w k p / (E p - E k)
```

`univ.erase k` means all levels except $k$. Write $\Delta_k=\sum_{p\ne k}w_{kp}/(E_p-E_k)$ for this quantity; no occupation enters it.

## From the gap equation to quotients

```lean
/-- For distinct levels, the gap equation holds exactly when every pair term between different
levels is the weight divided by the energy gap. -/
theorem solvesGapEquation_iff {ι : Type*} {E : ι → ℝ} {w c : ι → ι → ℝ}
    (hE : Function.Injective E) :
    SolvesGapEquation E w c ↔ ∀ p q, p ≠ q → c p q = w p q / (E q - E p) := by
  constructor
  · intro h p q hpq
    exact (eq_div_iff (sub_ne_zero.mpr (hE.ne hpq.symm))).mpr (h p q hpq)
  · intro h p q hpq
    exact (eq_div_iff (sub_ne_zero.mpr (hE.ne hpq.symm))).mp (h p q hpq)
```

`Function.Injective E` says that different levels have different energies. Every gap is then nonzero, and one may divide by it or multiply back. The two bullets are these two directions.

```lean
/-- For distinct levels and pair terms solving the gap equation, `P(O)` is the sum over
occupied `o` and empty `e` of `w o e / (E e - E o)`. -/
theorem paramagneticSum_eq {E : ι → ℝ} {w c : ι → ι → ℝ} (hE : Function.Injective E)
    (hc : SolvesGapEquation E w c) (O : Finset ι) :
    paramagneticSum c O = ∑ o ∈ O, ∑ e ∈ Oᶜ, w o e / (E e - E o) := by
  unfold paramagneticSum
  refine sum_congr rfl fun o ho => sum_congr rfl fun e he => ?_
  have hne : o ≠ e := by
    intro h
    rw [← h] at he
    exact (mem_compl.mp he) ho
  exact (solvesGapEquation_iff hE).mp hc o e hne
```

An occupied $o$ and an empty $e$ are never the same level, so each term can be replaced by its quotient:
$$P(O)=\sum_{o\in O}\sum_{e\notin O}\frac{w_{oe}}{E_e-E_o}.$$

```lean
/-- For distinct levels and symmetric weights, pair terms solving the gap equation change sign
when their two different levels are exchanged. -/
theorem pairTerm_antisymm {ι : Type*} {E : ι → ℝ} {w c : ι → ι → ℝ}
    (hE : Function.Injective E) (hw : ∀ p q, w p q = w q p)
    (hc : SolvesGapEquation E w c) {p q : ι} (hpq : p ≠ q) : c p q = -c q p := by
  have hg : E q - E p ≠ 0 := sub_ne_zero.mpr (hE.ne hpq.symm)
  apply mul_right_cancel₀ hg
  linear_combination hc p q hpq - hc q p hpq.symm + hw p q
```

By symmetry of the weights,
$$c_{pq}(E_q-E_p)=w_{pq}=w_{qp}=c_{qp}(E_p-E_q)=-c_{qp}(E_q-E_p).$$
Cancelling the gap gives $c_{pq}=-c_{qp}$. `linear_combination` supplies the chain of equalities, and `mul_right_cancel₀` the cancellation.

## Filling one level

```lean
/-- For distinct levels, symmetric weights and pair terms solving the gap equation, filling an
empty level `k` changes `P` by the sum over `p ≠ k` of `w k p / (E p - E k)`, whatever else is
occupied. -/
theorem fill_level {E : ι → ℝ} {w c : ι → ι → ℝ} (hE : Function.Injective E)
    (hw : ∀ p q, w p q = w q p) (hc : SolvesGapEquation E w c)
    {O : Finset ι} {k : ι} (hk : k ∉ O) :
    paramagneticSum c (insert k O) - paramagneticSum c O = levelShift E w k := by
  have hkR : k ∉ (insert k O)ᶜ := by simp
  have hO : Oᶜ = insert k (insert k O)ᶜ := by
    ext p
    by_cases hp : p = k <;> simp [hp, hk]
  have hU : univ.erase k = O ∪ (insert k O)ᶜ := by
    ext p
    by_cases hp : p = k
    · simp [hp, hk]
    · by_cases hpO : p ∈ O <;> simp [hp, hpO]
  have hd : Disjoint O (insert k O)ᶜ := by
    rw [Finset.disjoint_left]
    intro p hp
    simp [hp]
  -- separate the terms that involve `k` from those that do not
  have h1 : paramagneticSum c (insert k O) =
      ∑ e ∈ (insert k O)ᶜ, c k e + ∑ o ∈ O, ∑ e ∈ (insert k O)ᶜ, c o e := by
    unfold paramagneticSum
    rw [sum_insert hk]
  have h2 : paramagneticSum c O =
      ∑ o ∈ O, c o k + ∑ o ∈ O, ∑ e ∈ (insert k O)ᶜ, c o e := by
    unfold paramagneticSum
    rw [hO, ← sum_add_distrib]
    exact sum_congr rfl fun o _ => sum_insert hkR
  have h3 : levelShift E w k = ∑ o ∈ O, w k o / (E o - E k) +
      ∑ e ∈ (insert k O)ᶜ, w k e / (E e - E k) := by
    unfold levelShift
    rw [hU, sum_union hd]
  -- the lost terms carry the opposite sign
  have h4 : ∑ o ∈ O, c o k = -∑ o ∈ O, w k o / (E o - E k) := by
    rw [← sum_neg_distrib]
    refine sum_congr rfl fun o ho => ?_
    have hne : o ≠ k := by
      intro h
      rw [h] at ho
      exact hk ho
    rw [pairTerm_antisymm hE hw hc hne, (solvesGapEquation_iff hE).mp hc k o hne.symm]
  have h5 : ∑ e ∈ (insert k O)ᶜ, c k e =
      ∑ e ∈ (insert k O)ᶜ, w k e / (E e - E k) := by
    refine sum_congr rfl fun e he => ?_
    have hne : k ≠ e := by
      intro h
      rw [← h] at he
      exact hkR he
    exact (solvesGapEquation_iff hE).mp hc k e hne
  rw [h1, h2, h3, h4, h5]
  ring
```

The hypothesis `hk` says that $k$ is empty, and `insert k O` is $O\cup\{k\}$. Let $R$ be the set of levels that remain empty. Then
$$P(O\cup\{k\})=\sum_{e\in R}c_{ke}+\sum_{o\in O}\sum_{e\in R}c_{oe},$$
$$P(O)=\sum_{o\in O}c_{ok}+\sum_{o\in O}\sum_{e\in R}c_{oe}.$$
These are `h1` and `h2`. The double sums cancel, and antisymmetry turns $-c_{ok}$ into $c_{ko}$:
$$P(O\cup\{k\})-P(O)=\sum_{e\in R}c_{ke}+\sum_{o\in O}c_{ko}=\Delta_k.$$
`h4` and `h5` write the terms as quotients; `h3` splits $\Delta_k$ over $O$ and $R$.

Symmetry matters here. For energies $E_a=0$, $E_b=1$ and weights $w_{ab}=1$, $w_{ba}=0$, filling $b$ changes $P$ by $0$ if $a$ is empty and by $-1$ if $a$ is occupied.

```lean
/-- For distinct levels, symmetric weights and pair terms solving the gap equation, `P(O)` is
the sum of the contributions of the occupied levels. -/
theorem paramagneticSum_eq_sum_levelShift {E : ι → ℝ} {w c : ι → ι → ℝ}
    (hE : Function.Injective E) (hw : ∀ p q, w p q = w q p)
    (hc : SolvesGapEquation E w c) (O : Finset ι) :
    paramagneticSum c O = ∑ k ∈ O, levelShift E w k := by
  induction O using Finset.induction_on with
  | empty => simp [paramagneticSum]
  | insert k O hk ih =>
    rw [sum_insert hk, ← ih]
    linarith [fill_level hE hw hc hk]
```

Start from $P(\emptyset)=0$ and fill the levels of $O$ one at a time. Each adds its own $\Delta_k$, so $P(O)=\sum_{k\in O}\Delta_k$. The `induction` does the same.

## The highest level

```lean
/-- For distinct levels, symmetric weights and pair terms solving the gap equation, adding the
highest level `k` to the occupied set never raises `P`, if the weights between `k` and the other
levels are nonnegative. -/
theorem fill_highest_le {E : ι → ℝ} {w c : ι → ι → ℝ} (hE : Function.Injective E)
    (hw : ∀ p q, w p q = w q p) (hc : SolvesGapEquation E w c) {k : ι}
    (hpos : ∀ p, p ≠ k → 0 ≤ w k p) (hmax : ∀ p, E p ≤ E k) (O : Finset ι) :
    paramagneticSum c (insert k O) ≤ paramagneticSum c O := by
  by_cases hk : k ∈ O
  · rw [insert_eq_of_mem hk]
  · have hs : levelShift E w k ≤ 0 := sum_nonpos fun p hp =>
      div_nonpos_of_nonneg_of_nonpos (hpos p (ne_of_mem_erase hp)) (by linarith [hmax p])
    linarith [fill_level hE hw hc hk]
```

`hmax` makes $k$ the highest level, and `hpos` requires $w_{kp}\ge0$ for every other $p$. This sign is an assumption: a product of matrix elements of two different operators can be negative. Each term of $\Delta_k$ has a nonnegative numerator and a negative denominator, so $\Delta_k\le0$ and $P$ does not rise. If $k$ is already occupied, inserting it changes nothing, which is the first case of the proof.

## A middle level that raises the sum

```lean
/-- Three levels with energies 0, 2 and 3. -/
def threeLevels : Fin 3 → ℝ := ![0, 2, 3]
```

`Fin 3` labels the levels $0,1,2$; their energies are $0,2,3$.

```lean
/-- An antisymmetric table of pair terms for three levels. -/
def threeTerms : Fin 3 → Fin 3 → ℝ :=
  ![![0, 1 / 2, 1 / 3], ![-1 / 2, 0, 1], ![-1 / 3, -1, 0]]
```

Row $p$, column $q$ holds $c_{pq}$ for unit weights.

```lean
/-- The levels 0, 2, 3 are distinct and the tabulated pair terms solve their gap equation with
all weights 1; filling the middle level above the occupied lowest one raises `P` from 5/6
to 4/3. -/
theorem fill_middle_witness :
    Function.Injective threeLevels ∧
    SolvesGapEquation threeLevels (fun _ _ => 1) threeTerms ∧
    paramagneticSum threeTerms {0} = 5 / 6 ∧
    paramagneticSum threeTerms {0, 1} = 4 / 3 := by
  have h1 : ({0} : Finset (Fin 3))ᶜ = {1, 2} := by decide
  have h2 : ({0, 1} : Finset (Fin 3))ᶜ = {2} := by decide
  -- the table entries that enter the two sums
  have t01 : threeTerms 0 1 = 1 / 2 := rfl
  have t02 : threeTerms 0 2 = 1 / 3 := rfl
  have t12 : threeTerms 1 2 = 1 := rfl
  refine ⟨?_, ?_, ?_, ?_⟩
  · intro i j
    fin_cases i <;> fin_cases j <;> norm_num [threeLevels]
  · intro p q
    fin_cases p <;> fin_cases q <;> norm_num [threeLevels, threeTerms]
  · unfold paramagneticSum
    rw [h1, sum_singleton, sum_pair (by decide)]
    norm_num [t01, t02]
  · unfold paramagneticSum
    rw [h2, sum_pair (by decide), sum_singleton, sum_singleton]
    norm_num [t02, t12]

end

end RamseyShielding
```

With the lowest level filled, $P=\tfrac12+\tfrac13=\tfrac56$. Filling the middle one as well gives $P=\tfrac13+1=\tfrac43$. Nonnegative weights alone therefore do not stop $P$ from rising when the level being filled has another above it. In the proof, `fin_cases` runs through all pairs of levels, and `norm_num` does the arithmetic.

```lean
#print axioms RamseyShielding.paramagneticSum_eq
#print axioms RamseyShielding.paramagneticSum_eq_sum_levelShift
#print axioms RamseyShielding.fill_highest_le
```

```
'RamseyShielding.paramagneticSum_eq' depends on axioms: [propext, Classical.choice, Quot.sound]
'RamseyShielding.paramagneticSum_eq_sum_levelShift' depends on axioms: [propext, Classical.choice, Quot.sound]
'RamseyShielding.fill_highest_le' depends on axioms: [propext, Classical.choice, Quot.sound]
```
